# In a finite variational model, orbital degeneracy strengthens the binding of the Kondo singlet when every coupling is nonzero

I treat the orbital degeneracy $N$ of a magnetic impurity, with spin states counted, as a positive real number that enters a small matrix only through its couplings. The basis consists of the filled Fermi sea with no local electron, at energy $0$, and finitely many singlets labelled $k$, each with a conduction hole and an occupied local orbital, at energy $a_k$. The sea couples to singlet $k$ by $\sqrt N\,V_k$, where the real number $V_k$ is the hybridisation of band state $k$ with one of the $N$ local states. The singlets do not couple to each other.

I expect a larger $N$ to bind the screened state more strongly, but perturbation theory confuses me. If the local orbital lies below every occupied band energy, every $a_k$ is negative, and the second-order shift of the filled sea is $-N\sum_k V_k^2/a_k>0$. That energy rises with $N$. Does the lowest eigenvalue still fall, and does it always lie below every $a_k$?

## The rising energy belongs to a different eigenstate

Yes to both, provided that there is at least one hole state and every $V_k$ is nonzero. When all $a_k$ are negative, your estimate follows the state that starts from the sea, which is not the lowest one. The lowest state is pushed down.

Let $v_0$ be the amplitude of the sea and $v_k$ that of singlet $k$. The eigenvalue equations are

$$\sqrt N\sum_k V_k v_k = E v_0,\qquad \sqrt N\,V_k v_0 + a_k v_k = E v_k .$$

For $E$ below every $a_k$, the second equation gives

$$v_k=-\frac{\sqrt N\,V_k v_0}{a_k-E}.$$

If $v_0$ were zero, the whole vector would vanish, so $v_0\neq0$. Inserting $v_k$ into the first equation and dividing by $v_0$ gives

$$F_N(E)=E+N\sum_k\frac{V_k^2}{a_k-E}=0 .$$

Conversely, a zero of $F_N$ in this range gives an eigenvector with $v_0=1$ and the $v_k$ above.

**There is at most one such zero.** If $E<E'$ and both lie below every $a_k$, each fraction is at least as large at $E'$ as at $E$, and the term $E$ itself grows. Hence $F_N(E)<F_N(E')$.

**There is a zero.** Let $k_0$ label a lowest hole state. With all energies written as plain numbers in one fixed unit, set

$$c=NV_{k_0}^2,\qquad \delta=\frac{c}{c+|a_{k_0}|+1},\qquad S=N\sum_kV_k^2,\qquad L=-|a_{k_0}|-1-S .$$

At $L$ every denominator is at least $1$, so $F_N(L)\le L+S<0$. At $a_{k_0}-\delta$ the term $k_0$ alone contributes $c/\delta=c+|a_{k_0}|+1$. Since $0<\delta\le1$,

$$F_N(a_{k_0}-\delta)\ge a_{k_0}-\delta+c+|a_{k_0}|+1\ge c>0 .$$

Also $L\le a_{k_0}-\delta$, and $F_N$ is continuous between these points, so it vanishes somewhere between them. Call the zero $E(N)$.

**It is the lowest eigenvalue.** Any eigenvalue below $E(N)$ would also lie below every $a_k$ and would be a second zero of $F_N$.

**It falls with $N$.** For $0<N<M$,

$$F_M(E(N))=F_N(E(N))+(M-N)\sum_k\frac{V_k^2}{a_k-E(N)}>0=F_M(E(M)).$$

Since $F_M$ increases with energy, $E(M)<E(N)$. The $a_k$ stay fixed, so the binding energy $\min_k a_k-E(N)$, measured from the lowest uncoupled state with an occupied local orbital, is positive and grows.

## One hole state at $a=-3$

With a single hole state the equation is quadratic, and its lower root is $E=\tfrac12\big(a-\sqrt{a^2+4NV^2}\big)$. Take $a=-3$ and $V=1$ in some energy unit.

- For $N=4$ the root is $(-3-5)/2=-4$, and the binding energy is $1$. The normalised eigenvector is $(1,-2)/\sqrt5$, with weight $1/5$ on the sea.
- For $N=10$ the root is $(-3-7)/2=-5$, and the binding energy is $2$. The weight on the sea is $2/7$.

The other eigenvalue is $1$ for $N=4$ and $2$ for $N=10$. This is the rising energy that your perturbation estimate approximates at weak coupling. Here the coupling is not weak, and the estimate gives $4/3$ and $10/3$.

## What the Lean statements say about the impurity

The matrix `hamiltonian a V N` is indexed by `Option ι`: `none` is the filled sea and `some k` is singlet $k$. `IsLevel` says that a real number has a nonzero real eigenvector, and `IsLowest` says that it is the least such number. `secular` is $F_N$.

The main theorem, `degeneracy_strengthens_binding`, takes a finite nonempty `ι`, arbitrary real `a` and nonzero real `V`. It gives a function `E` whose value at each $N>0$ is the lowest eigenvalue and lies below every $a_k$, and which is strictly decreasing on the positive reals. The $a_k$ may coincide and may have either sign.

The condition $V_k\ne0$ means that every occupied band state in the model hybridises with the local orbital. If a lowest hole state were uncoupled, it would be an eigenstate at $\min_k a_k$ for every $N$, and no eigenvalue need lie below it.

A real $N$ is convenient, but a degeneracy is an integer. `degenerate_orbitals_iff` makes the connection: $n\ge1$ separate local states, with spin states counted, each having its own hole states at the same energies $a_k$ and with the same couplings $V_k$, give the same lowest eigenvalue as the reduced matrix with $\sqrt n\,V_k$. It compares only the lowest eigenvalues, not the full spectra. `single_level` is the closed formula used above.

The matrix is the starting point here and is not derived from a many-electron Hamiltonian. Physically it stands for an impurity that holds at most one local electron, with no further particle–hole pairs and a discrete band. The result gives the trend of the binding energy with degeneracy at fixed $a_k$ and $V_k$. Within that truncation, the binding energy estimates the Kondo scale of an impurity or quantum dot only when the local level lies well below the Fermi energy, the hybridisation is weak, and the band energies are spaced much more closely than the binding energy itself.

```lean
import Mathlib

open Matrix Finset

namespace KondoSinglet

noncomputable section

variable {ι : Type*} [Fintype ι]

/-- The secular function `E + N ∑ V_k² / (a_k - E)` of the variational singlet, used for
energies `E` below every `a_k`. -/
def secular (a V : ι → ℝ) (N E : ℝ) : ℝ := E + N * ∑ k, V k ^ 2 / (a k - E)

/-- For `N ≥ 0` the secular function strictly increases with energy below all the `a_k`. -/
theorem secular_lt (a V : ι → ℝ) {N E E' : ℝ} (hN : 0 ≤ N) (h : E < E')
    (hE' : ∀ k, E' < a k) : secular a V N E < secular a V N E' := by
  have hs : ∑ k, V k ^ 2 / (a k - E) ≤ ∑ k, V k ^ 2 / (a k - E') :=
    Finset.sum_le_sum fun k _ => div_le_div_of_nonneg_left (sq_nonneg _)
      (sub_pos.mpr (hE' k)) (by linarith)
  have := mul_le_mul_of_nonneg_left hs hN
  unfold secular
  linarith

/-- For `N > 0` and nonzero couplings, the secular function has a zero below all the `a_k`. -/
theorem exists_secular_root [Nonempty ι] (a V : ι → ℝ) {N : ℝ} (hN : 0 < N)
    (hV : ∀ k, V k ≠ 0) : ∃ E, (∀ k, E < a k) ∧ secular a V N E = 0 := by
  obtain ⟨k₀, hk₀⟩ := Finite.exists_min a
  have hv : 0 < V k₀ ^ 2 := by have := hV k₀; positivity
  obtain ⟨c, hc⟩ : ∃ c, c = N * V k₀ ^ 2 := ⟨_, rfl⟩
  have hcpos : 0 < c := by rw [hc]; positivity
  have hm := neg_abs_le (a k₀)
  have hm0 := abs_nonneg (a k₀)
  have hq : 0 < c + |a k₀| + 1 := by linarith
  obtain ⟨δ, hδ⟩ : ∃ δ, δ = c / (c + |a k₀| + 1) := ⟨_, rfl⟩
  have hδ0 : 0 < δ := by rw [hδ]; positivity
  have hδ1 : δ ≤ 1 := by rw [hδ, div_le_one hq]; linarith
  obtain ⟨S, hS⟩ : ∃ S, S = N * ∑ k, V k ^ 2 := ⟨_, rfl⟩
  have hS0 : 0 ≤ S := by
    rw [hS]; exact mul_nonneg hN.le (Finset.sum_nonneg fun k _ => sq_nonneg _)
  obtain ⟨L, hL⟩ : ∃ L, L = -|a k₀| - 1 - S := ⟨_, rfl⟩
  have hLU : L ≤ a k₀ - δ := by linarith
  -- far below all the `a_k` the secular function is at most zero
  have hlow : secular a V N L ≤ 0 := by
    have hs : ∑ k, V k ^ 2 / (a k - L) ≤ ∑ k, V k ^ 2 :=
      Finset.sum_le_sum fun k _ => div_le_self (sq_nonneg _) (by linarith [hk₀ k])
    have := mul_le_mul_of_nonneg_left hs hN.le
    unfold secular
    linarith
  -- just below the lowest `a_k` the pole there makes the function at least zero
  have hhigh : 0 ≤ secular a V N (a k₀ - δ) := by
    have hs : V k₀ ^ 2 / (a k₀ - (a k₀ - δ)) ≤ ∑ k, V k ^ 2 / (a k - (a k₀ - δ)) :=
      Finset.single_le_sum (f := fun k => V k ^ 2 / (a k - (a k₀ - δ)))
        (fun k _ => div_nonneg (sq_nonneg _) (by linarith [hk₀ k])) (Finset.mem_univ k₀)
    rw [sub_sub_cancel] at hs
    have h1 := mul_le_mul_of_nonneg_left hs hN.le
    have h2 : N * (V k₀ ^ 2 / δ) = c + |a k₀| + 1 := by
      rw [← mul_div_assoc, ← hc, div_eq_iff hδ0.ne', hδ, mul_div_cancel₀ _ hq.ne']
    unfold secular
    linarith
  have hterm : ∀ k, ContinuousOn (fun x => V k ^ 2 / (a k - x)) (Set.Icc L (a k₀ - δ)) :=
    fun k => ContinuousOn.div (by fun_prop) (by fun_prop) fun x hx => by
      have := hx.2
      have := hk₀ k
      exact ne_of_gt (by linarith)
  have hcont : ContinuousOn (secular a V N) (Set.Icc L (a k₀ - δ)) :=
    continuousOn_id.add (continuousOn_const.mul
      (continuousOn_finsetSum _ fun k _ => hterm k))
  obtain ⟨E, hE, hE0⟩ := intermediate_value_Icc hLU hcont ⟨hlow, hhigh⟩
  exact ⟨E, fun k => by linarith [hE.2, hk₀ k], hE0⟩

variable [DecidableEq ι]

/-- The singlet Hamiltonian: the filled Fermi sea (`none`) at energy `0`, hole states
(`some k`) at energies `a_k`, and couplings `√N V_k` between them. -/
def hamiltonian (a V : ι → ℝ) (N : ℝ) : Matrix (Option ι) (Option ι) ℝ :=
  Matrix.of fun i j => match i, j with
    | none, none => 0
    | none, some k => √N * V k
    | some k, none => √N * V k
    | some k, some l => if k = l then a k else 0

/-- `E` is an energy level: the Hamiltonian has a nonzero eigenvector with eigenvalue `E`. -/
def IsLevel (a V : ι → ℝ) (N E : ℝ) : Prop :=
  ∃ v : Option ι → ℝ, v ≠ 0 ∧ hamiltonian a V N *ᵥ v = E • v

/-- `E` is the lowest eigenvalue of the singlet Hamiltonian. -/
def IsLowest (a V : ι → ℝ) (N E : ℝ) : Prop := IsLeast {x | IsLevel a V N x} E

/-- For `N ≥ 0`, an energy below all the `a_k` is a level exactly when the secular function
vanishes there. -/
theorem isLevel_iff (a V : ι → ℝ) {N E : ℝ} (hN : 0 ≤ N) (hE : ∀ k, E < a k) :
    IsLevel a V N E ↔ secular a V N E = 0 := by
  have hnone : ∀ v, (hamiltonian a V N *ᵥ v) none = √N * ∑ k, V k * v (some k) := by
    intro v
    simp [hamiltonian, Matrix.mulVec, dotProduct, Fintype.sum_option, Finset.mul_sum, mul_assoc]
  have hsome : ∀ v k, (hamiltonian a V N *ᵥ v) (some k)
      = √N * V k * v none + a k * v (some k) := by
    intro v k
    simp [hamiltonian, Matrix.mulVec, dotProduct, Fintype.sum_option]
  have hd : ∀ k, a k - E ≠ 0 := fun k => (sub_pos.mpr (hE k)).ne'
  -- eliminating the hole amplitudes produces the hybridisation sum
  have hsum : ∀ c : ℝ, √N * ∑ k, V k * (-(√N * V k * c / (a k - E)))
      = -(c * (N * ∑ k, V k ^ 2 / (a k - E))) := by
    intro c
    rw [Finset.mul_sum, Finset.mul_sum, Finset.mul_sum, ← Finset.sum_neg_distrib]
    refine Finset.sum_congr rfl fun k _ => ?_
    linear_combination (-(V k ^ 2 * c / (a k - E))) * Real.mul_self_sqrt hN
  constructor
  · rintro ⟨v, hv, h⟩
    have hk : ∀ k, v (some k) = -(√N * V k * v none / (a k - E)) := by
      intro k
      have h1 := congrFun h (some k)
      rw [hsome, Pi.smul_apply, smul_eq_mul] at h1
      rw [← neg_div, eq_div_iff (hd k)]
      linarith
    have h0 := congrFun h none
    rw [hnone, Pi.smul_apply, smul_eq_mul] at h0
    simp only [hk] at h0
    rw [hsum] at h0
    have hv0 : v none ≠ 0 := by
      intro hz
      apply hv
      funext i
      cases i with
      | none => exact hz
      | some k => rw [hk k, hz]; simp
    apply (mul_eq_zero.mp (_ : v none * secular a V N E = 0)).resolve_left hv0
    unfold secular
    linarith
  · intro h
    refine ⟨fun i => i.elim 1 fun k => -(√N * V k * 1 / (a k - E)), ?_, ?_⟩
    · intro hz
      exact one_ne_zero (congrFun hz none)
    · funext i
      cases i with
      | none =>
        rw [hnone, Pi.smul_apply, smul_eq_mul]
        simp only [Option.elim]
        rw [hsum]
        unfold secular at h
        linarith
      | some k =>
        rw [hsome, Pi.smul_apply, smul_eq_mul]
        simp only [Option.elim]
        have := div_mul_cancel₀ (√N * V k * 1) (hd k)
        linarith

/-- For `N > 0` and nonzero couplings, the lowest eigenvalue is exactly the zero of the
secular function below all the `a_k`. -/
theorem isLowest_iff [Nonempty ι] (a V : ι → ℝ) {N E : ℝ} (hN : 0 < N) (hV : ∀ k, V k ≠ 0) :
    IsLowest a V N E ↔ (∀ k, E < a k) ∧ secular a V N E = 0 := by
  have key : ∀ x, (∀ k, x < a k) → secular a V N x = 0 → IsLowest a V N x := by
    intro x hx h0
    refine ⟨(isLevel_iff a V hN.le hx).mpr h0, fun y hy => ?_⟩
    by_contra hlt
    have hyx : y < x := not_le.mp hlt
    have h1 := (isLevel_iff a V hN.le fun k => hyx.trans (hx k)).mp hy
    linarith [secular_lt a V hN.le hyx hx]
  refine ⟨fun h => ?_, fun h => key E h.1 h.2⟩
  obtain ⟨x, hx, h0⟩ := exists_secular_root a V hN hV
  rw [IsLeast.unique h (key x hx h0)]
  exact ⟨hx, h0⟩

/-- With at least one hole state and all `V_k` nonzero, the lowest eigenvalue exists for each
`N > 0`, lies strictly below every `a_k`, and strictly decreases as `N` grows. -/
theorem degeneracy_strengthens_binding [Nonempty ι] (a V : ι → ℝ) (hV : ∀ k, V k ≠ 0) :
    ∃ E : ℝ → ℝ, (∀ N, 0 < N → IsLowest a V N (E N) ∧ ∀ k, E N < a k) ∧
      StrictAntiOn E (Set.Ioi 0) := by
  have hex : ∀ N : ℝ, 0 < N → ∃ E, (∀ k, E < a k) ∧ secular a V N E = 0 :=
    fun N hN => exists_secular_root a V hN hV
  choose! E hE using hex
  refine ⟨E, fun N hN => ⟨(isLowest_iff a V hN hV).mpr (hE N hN), (hE N hN).1⟩, ?_⟩
  intro N hN M hM hNM
  obtain ⟨hb, h0⟩ := hE N hN
  obtain ⟨hb', h0'⟩ := hE M hM
  have hpos : 0 < ∑ k, V k ^ 2 / (a k - E N) :=
    Finset.sum_pos (fun k _ => div_pos (pow_pos (abs_pos.mpr (hV k)) 2 |>.trans_eq (sq_abs _))
      (sub_pos.mpr (hb k))) Finset.univ_nonempty
  -- at fixed energy a larger degeneracy raises the secular function
  have hup : 0 < secular a V M (E N) := by
    have := mul_lt_mul_of_pos_right hNM hpos
    unfold secular at h0 ⊢
    linarith
  by_contra hle
  rcases (not_lt.mp hle).eq_or_lt with heq | hlt
  · rw [heq] at hup
    linarith
  · linarith [secular_lt a V (le_of_lt hM) hlt hb']

/-- For nonzero `V_k`, a model with `n ≥ 1` separate degenerate orbitals, each coupled by `V_k`,
has the same lowest eigenvalue as the singlet Hamiltonian with couplings `√n V_k`. -/
theorem degenerate_orbitals_iff [Nonempty ι] (a V : ι → ℝ) (hV : ∀ k, V k ≠ 0)
    {n : ℕ} (hn : 0 < n) (E : ℝ) :
    IsLowest (fun p : ι × Fin n => a p.1) (fun p => V p.1) 1 E ↔ IsLowest a V n E := by
  have : Nonempty (Fin n) := ⟨⟨0, hn⟩⟩
  have hs : secular (fun p : ι × Fin n => a p.1) (fun p => V p.1) 1 E = secular a V n E := by
    simp [secular, Fintype.sum_prod_type, Finset.mul_sum]
  rw [isLowest_iff (fun p : ι × Fin n => a p.1) (fun p : ι × Fin n => V p.1) one_pos
    (fun p => hV p.1), isLowest_iff a V (Nat.cast_pos.mpr hn) hV, hs]
  exact and_congr_left fun _ => ⟨fun h k => h (k, ⟨0, hn⟩), fun h p => h p.1⟩

/-- For a single hole state at energy `a` with `V ≠ 0` and `N > 0`, the lowest eigenvalue is
`(a - √(a² + 4 N V²)) / 2`. -/
theorem single_level (a V N : ℝ) (hN : 0 < N) (hV : V ≠ 0) :
    IsLowest (fun _ : Unit => a) (fun _ => V) N ((a - √(a ^ 2 + 4 * N * V ^ 2)) / 2) := by
  have hp : 0 < N * V ^ 2 := by positivity
  have hr := Real.sq_sqrt (show 0 ≤ a ^ 2 + 4 * N * V ^ 2 by positivity)
  have hr0 := Real.sqrt_nonneg (a ^ 2 + 4 * N * V ^ 2)
  generalize √(a ^ 2 + 4 * N * V ^ 2) = r at hr hr0 ⊢
  have hlt : -a < r := by
    by_contra h
    nlinarith [not_lt.mp h]
  have hd : a - (a - r) / 2 ≠ 0 := ne_of_gt (by linarith)
  rw [isLowest_iff _ _ hN fun _ => hV]
  refine ⟨fun _ => by linarith, ?_⟩
  have key : N * V ^ 2 = -((a - r) / 2) * (a - (a - r) / 2) := by
    linear_combination (-1 / 4) * hr
  simp only [secular, Finset.univ_unique, Finset.sum_singleton]
  rw [← mul_div_assoc, key, mul_div_cancel_right₀ _ hd]
  ring

end

end KondoSinglet
```

```lean
#print axioms KondoSinglet.degeneracy_strengthens_binding
#print axioms KondoSinglet.degenerate_orbitals_iff
#print axioms KondoSinglet.single_level
```

```
'KondoSinglet.degeneracy_strengthens_binding' depends on axioms: [propext, Classical.choice, Quot.sound]
'KondoSinglet.degenerate_orbitals_iff' depends on axioms: [propext, Classical.choice, Quot.sound]
'KondoSinglet.single_level' depends on axioms: [propext, Classical.choice, Quot.sound]
```

## From the eigenvalue equations to the Lean proof

`secular_lt` is the monotonicity of $F_N$: the fractions are compared term by term, and `linarith` adds the strict inequality from $E$ itself.

`exists_secular_root` uses the same $k_0$, $c$, $\delta$, $S$ and $L$ as above. `hlow` and `hhigh` are the signs at the two ends. The second keeps only the term $k_0$, through `Finset.single_le_sum`, because the other terms are nonnegative. `intermediate_value_Icc` then supplies the zero.

`isLevel_iff` is the elimination of the hole amplitudes. `hnone` and `hsome` write out the two kinds of matrix row, and `hsum` carries out the substitution, using $\sqrt N\sqrt N=N$. One direction shows that $v_0\ne0$ and cancels it; the other builds the vector with $v_0=1$ and verifies both rows.

`isLowest_iff` first shows that a zero of $F_N$ below all $a_k$ is the lowest eigenvalue. Since a least element is unique, any lowest eigenvalue must be the zero already found.

In the main theorem, `choose!` collects the zeros into a function of $N$. `hup` is the inequality $F_M(E(N))>0$. Supposing that $E(N)\le E(M)$, the proof treats equality and strict inequality separately, and each contradicts `hup`.

For separate orbitals, the sum over pairs of a hole state and an orbital repeats each fraction $n$ times, so the two secular functions agree. For a single level, the proof writes $r$ for the square root, shows $r>-a$ so that the root lies below $a$, and checks $NV^2=-E(a-E)$, which makes $F_N(E)$ vanish.

## Solving for the energy on a band grid

To apply this model to a local level $\varepsilon_f$ and occupied band energies $\varepsilon_k$ on a grid, one sets $a_k=\varepsilon_f-\varepsilon_k$ and takes $V_k^2$ from the hybridisation strength assigned to each grid point, assumed nonzero. The lowest energy then follows by bisection of $F_N$ between $L$ and $a_{k_0}-\delta$, with one sum over the grid per step and no matrix diagonalisation. Repeating this for $N=2$, $6$ and $14$ (a single orbital with spin, a $j=5/2$ level and a whole $f$ shell with spin) with the same $a_k$ and $V_k$ gives three successively lower energies, and subtracting each from $\min_k a_k$ gives the binding energies.
